# The derivative of an invertible Cholesky factor is a triangular formula in the overlap derivative

In a calculation with basis functions attached to nuclei, displacing a nucleus can change the overlap matrix $S$. If the program orthonormalises the basis with the Cholesky factorisation $S = LL^T$, it works with the transformed Hamiltonian $L^{-1}H(L^T)^{-1}$, and differentiating that matrix along the displacement requires the derivative of $L$. The overlap integrals supply only the derivative of $S$. For a finite real basis with invertible $L$ and a single displacement parameter $t$, the derivative of $L$ follows by triangular linear algebra.

## From the overlap derivative to the factor derivative

Write $S_1 = dS/dt$ and $M = dL/dt$. The product rule applied to $S = LL^T$ gives

$$M L^T + L M^T = S_1 .$$

Here $L$ and $M$ are lower triangular, $L$ is invertible and $S_1$ is symmetric. Let $\Phi(A)$ denote the lower triangle of a matrix $A$ with its diagonal halved. The claim is that the equation has exactly one lower triangular solution,

$$M = L\,\Phi\!\left(L^{-1} S_1 (L^T)^{-1}\right).$$

Multiply the equation by $L^{-1}$ from the left and $(L^T)^{-1}$ from the right, and set $F = L^{-1}M$:

$$F + F^T = A, \qquad A = L^{-1} S_1 (L^T)^{-1}.$$

The matrix $F$ is lower triangular, for two reasons.

- The inverse of $L$ is lower triangular. Its column $j$ solves $Lx = e_j$, with $e_j$ the $j$th unit vector, and forward substitution gives zeros above position $j$.
- A product of lower triangular matrices $B$ and $C$ is lower triangular. In $\sum_k B_{ik}C_{kj}$ with $i<j$, either $k>i$ and $B_{ik}=0$, or $k\le i<j$ and $C_{kj}=0$.

Below the diagonal, $F^T$ vanishes, so $F_{ij}=A_{ij}$. On the diagonal, $2F_{ii}=A_{ii}$. Hence $F=\Phi(A)$, and there is at most one solution. Conversely, $A$ is symmetric because $S_1$ is, so $\Phi(A)+\Phi(A)^T=A$. With $M=L\Phi(A)$ this gives

$$ML^T+LM^T = L\left(\Phi(A)+\Phi(A)^T\right)L^T = LAL^T = S_1 .$$

For a single basis function the formula reads $M = S_1/(2L)$, which for $L>0$ is the derivative of $\sqrt{S}$.

Triangularity selects the solution. If $K^T=-K$, replacing $M$ by $M+LK$ adds $L(K+K^T)L^T=0$ to the left-hand side. From two basis functions on there are nonzero $K$ of this kind; they describe infinitesimal rotations among the orthonormalised functions.

## Differentiability by a midpoint identity

The product rule presupposed that $L$ is differentiable. This can be derived if $L$ is continuous at $t_0$. For square matrices $X$ and $Y$, expand

$$\tfrac12(X-Y)(X+Y)^T+\tfrac12(X+Y)(X-Y)^T = XX^T-YY^T,$$

where the cross terms $XY^T$ and $YX^T$ cancel. Put $X=L(t)$, $Y=L(t_0)$ and divide by $t-t_0$. The difference quotient of $L$ then solves the same linear equation exactly, with the midpoint $(L(t)+L(t_0))/2$ as factor and the difference quotient of $S$ on the right. The midpoint is lower triangular, and invertible for $t$ near $t_0$, so uniqueness expresses the quotient of $L$ through the formula. As $t\to t_0$, the midpoint tends to $L(t_0)$ and the quotient of $S$ to $S_1$. The formula is continuous in both arguments, so the quotient of $L$ converges to its value at $L(t_0)$ and $S_1$.

## Triangular matrices and the halved diagonal in Lean

The index type `n` labels the basis functions. Its linear order is the order in which they enter the factorisation.

```lean
import Mathlib

open Matrix Filter Topology

namespace CholeskyDerivative

noncomputable section

variable {n : Type*} [LinearOrder n]
```

Triangularity is a condition on the entries of an ordinary real matrix.

```lean
/-- A real matrix is lower triangular if all entries above the diagonal vanish. -/
def IsLower (M : Matrix n n ℝ) : Prop := ∀ i j, i < j → M i j = 0
```

The map $\Phi$ is called `halfLower`.

```lean
/-- The lower triangle of a matrix, with its diagonal halved. -/
def halfLower (A : Matrix n n ℝ) : Matrix n n ℝ :=
  Matrix.of fun i j => if j < i then A i j else if i = j then A i j / 2 else 0

/-- The lower triangle with halved diagonal is a lower triangular matrix. -/
theorem isLower_halfLower (A : Matrix n n ℝ) : IsLower (halfLower A) := by
  intro i j h
  rw [halfLower, Matrix.of_apply, if_neg (not_lt_of_gt h), if_neg h.ne]
```

The next two lemmas are the two directions of the splitting $F+F^T=A$. Each compares entries above, on and below the diagonal, which are the three cases of `lt_trichotomy`.

```lean
/-- A symmetric matrix is the sum of its lower triangle with halved diagonal and the transpose
of that triangle. -/
theorem halfLower_add_transpose {A : Matrix n n ℝ} (hA : Aᵀ = A) :
    halfLower A + (halfLower A)ᵀ = A := by
  ext i j
  have hs : A j i = A i j := congrFun (congrFun hA i) j
  rw [Matrix.add_apply, Matrix.transpose_apply]
  rcases lt_trichotomy i j with h | h | h
  · rw [isLower_halfLower A i j h, halfLower, Matrix.of_apply, if_pos h, zero_add, hs]
  · subst h
    rw [halfLower, Matrix.of_apply, if_neg (lt_irrefl _), if_pos rfl]
    ring
  · rw [isLower_halfLower A j i h, add_zero, halfLower, Matrix.of_apply, if_pos h]

/-- A lower triangular matrix `F` is recovered from its symmetric sum `F + Fᵀ` by taking the
lower triangle and halving the diagonal. -/
theorem halfLower_of_add_transpose {F : Matrix n n ℝ} (hF : IsLower F) :
    halfLower (F + Fᵀ) = F := by
  ext i j
  rcases lt_trichotomy i j with h | h | h
  · rw [isLower_halfLower _ i j h, hF i j h]
  · subst h
    rw [halfLower, Matrix.of_apply, if_neg (lt_irrefl _), if_pos rfl, Matrix.add_apply,
      Matrix.transpose_apply]
    ring
  · rw [halfLower, Matrix.of_apply, if_pos h, Matrix.add_apply, Matrix.transpose_apply,
      hF j i h, add_zero]
```

## The unique triangular solution

From here on `n` is finite. The function `choleskyDeriv` is the formula for $M$, with $S_1$ written `S1`.

```lean
variable [Fintype n]

/-- The first-order response `L F` of the Cholesky factor `L` to a change `S1` of the overlap
matrix, where `F` is the lower triangle of `L⁻¹ S1 (Lᵀ)⁻¹` with halved diagonal; meant for
invertible `L`. -/
def choleskyDeriv (L S1 : Matrix n n ℝ) : Matrix n n ℝ :=
  L * halfLower (L⁻¹ * S1 * (Lᵀ)⁻¹)
```

The uniqueness half comes first. The hypothesis `IsUnit L.det` says that $L$ is invertible; for an overlap matrix $S=LL^T$ this means that the basis functions are linearly independent. Symmetry of `S1` is not a hypothesis here, because the equation implies it. The statement `hF` is the triangularity of $L^{-1}M$: Mathlib's theorem on inverses of block triangular matrices, used with the order reversed, handles $L^{-1}$, and the sum over `k` is treated as above. The statement `key` is the transformed equation $A=F+F^T$.

```lean
/-- For invertible lower triangular `L`, a lower triangular solution `M` of
`M Lᵀ + L Mᵀ = S1` is given by the response formula. -/
theorem eq_choleskyDeriv {L M S1 : Matrix n n ℝ} (hL : IsLower L) (hdet : IsUnit L.det)
    (hM : IsLower M) (h : M * Lᵀ + L * Mᵀ = S1) : M = choleskyDeriv L S1 := by
  have h1 : L * L⁻¹ = 1 := Matrix.mul_nonsing_inv L hdet
  have h2 : L⁻¹ * L = 1 := Matrix.nonsing_inv_mul L hdet
  have h3 : Lᵀ * (Lᵀ)⁻¹ = 1 := Matrix.mul_nonsing_inv _ (by rwa [Matrix.det_transpose])
  -- the inverse of `L`, and hence `L⁻¹ M`, is lower triangular
  have hF : IsLower (L⁻¹ * M) := by
    let _ : Invertible L := Matrix.invertibleOfIsUnitDet L hdet
    have hb : L.BlockTriangular OrderDual.toDual :=
      fun i j hij => hL i j (OrderDual.toDual_lt_toDual.mp hij)
    have hi := Matrix.blockTriangular_inv_of_blockTriangular hb
    intro i j hij
    rw [Matrix.mul_apply]
    refine Finset.sum_eq_zero fun k _ => ?_
    rcases lt_or_ge i k with hk | hk
    · rw [hi (OrderDual.toDual_lt_toDual.mpr hk), zero_mul]
    · rw [hM k j (lt_of_le_of_lt hk hij), mul_zero]
  -- in the orthogonalised basis the equation reads `F + Fᵀ = L⁻¹ S1 (Lᵀ)⁻¹`
  have key : L⁻¹ * S1 * (Lᵀ)⁻¹ = L⁻¹ * M + (L⁻¹ * M)ᵀ := by
    rw [← h]
    calc L⁻¹ * (M * Lᵀ + L * Mᵀ) * (Lᵀ)⁻¹
        = L⁻¹ * M * (Lᵀ * (Lᵀ)⁻¹) + (L⁻¹ * L) * (Mᵀ * (Lᵀ)⁻¹) := by
          simp only [mul_add, add_mul, mul_assoc]
      _ = L⁻¹ * M + (L⁻¹ * M)ᵀ := by
          rw [h3, h2, mul_one, one_mul, Matrix.transpose_mul, Matrix.transpose_nonsing_inv]
  rw [choleskyDeriv, key, halfLower_of_add_transpose hF, ← mul_assoc, h1, one_mul]
```

The full claim is an equivalence: a matrix `M` is lower triangular and solves the equation if and only if it equals the formula. This contains both existence and uniqueness. In the reverse direction, `hA` is the symmetry of $A$, and the final `calc` is the computation of $LAL^T$.

```lean
/-- For invertible lower triangular `L` and symmetric `S1`, the equation `M Lᵀ + L Mᵀ = S1` has
exactly one lower triangular solution, `M = L F`, with `F` the lower triangle of
`L⁻¹ S1 (Lᵀ)⁻¹` with halved diagonal. -/
theorem lower_solution_iff {L S1 : Matrix n n ℝ} (hL : IsLower L) (hdet : IsUnit L.det)
    (hS : S1ᵀ = S1) (M : Matrix n n ℝ) :
    (IsLower M ∧ M * Lᵀ + L * Mᵀ = S1) ↔ M = L * halfLower (L⁻¹ * S1 * (Lᵀ)⁻¹) := by
  constructor
  · rintro ⟨hM, h⟩
    exact eq_choleskyDeriv hL hdet hM h
  · rintro rfl
    have h1 : L * L⁻¹ = 1 := Matrix.mul_nonsing_inv L hdet
    have h4 : (Lᵀ)⁻¹ * Lᵀ = 1 := Matrix.nonsing_inv_mul _ (by rwa [Matrix.det_transpose])
    have hA : (L⁻¹ * S1 * (Lᵀ)⁻¹)ᵀ = L⁻¹ * S1 * (Lᵀ)⁻¹ := by
      simp only [Matrix.transpose_mul, Matrix.transpose_nonsing_inv,
        Matrix.transpose_transpose, hS, mul_assoc]
    have hsum := halfLower_add_transpose hA
    have hlow := isLower_halfLower (L⁻¹ * S1 * (Lᵀ)⁻¹)
    generalize halfLower (L⁻¹ * S1 * (Lᵀ)⁻¹) = F at hsum hlow ⊢
    constructor
    · intro i j hij
      rw [Matrix.mul_apply]
      refine Finset.sum_eq_zero fun k _ => ?_
      rcases lt_or_ge i k with hk | hk
      · rw [hL i k hk, zero_mul]
      · rw [hlow k j (lt_of_le_of_lt hk hij), mul_zero]
    · calc L * F * Lᵀ + L * (L * F)ᵀ = L * (F + Fᵀ) * Lᵀ := by
            simp only [Matrix.transpose_mul, mul_add, add_mul, mul_assoc]
        _ = (L * L⁻¹) * S1 * ((Lᵀ)⁻¹ * Lᵀ) := by
            rw [hsum]
            simp only [mul_assoc]
        _ = S1 := by rw [h1, h4, one_mul, mul_one]
```

That adding $LK$ with antisymmetric $K$ preserves the equation is stated for any `L`, invertible or not.

```lean
/-- If `M` solves `M Lᵀ + L Mᵀ = S1` and `K` is antisymmetric, then `M + L K` also solves this
equation. -/
theorem add_antisymmetric_solution {L M S1 K : Matrix n n ℝ}
    (h : M * Lᵀ + L * Mᵀ = S1) (hK : Kᵀ = -K) :
    (M + L * K) * Lᵀ + L * (M + L * K)ᵀ = S1 := by
  rw [← h]
  simp only [Matrix.transpose_add, Matrix.transpose_mul, hK, add_mul, mul_add, mul_neg,
    neg_mul, mul_assoc]
  abel
```

## Continuity of the formula and the exact difference quotient

Continuity is proved jointly in $L$ and $S_1$. The inverse is written as the adjugate divided by the determinant, which is continuous where the determinant is nonzero, and `halfLower` is continuous entry by entry.

```lean
/-- The response formula depends continuously on the factor `L` and the perturbation `S1`
wherever `L` is invertible. -/
theorem continuousAt_choleskyDeriv {L : Matrix n n ℝ} (hdet : IsUnit L.det)
    (S1 : Matrix n n ℝ) :
    ContinuousAt (fun p : Matrix n n ℝ × Matrix n n ℝ => choleskyDeriv p.1 p.2) (L, S1) := by
  have hinv : ∀ A : Matrix n n ℝ, IsUnit A.det →
      ContinuousAt (fun B : Matrix n n ℝ => B⁻¹) A := by
    intro A hA
    simp only [Matrix.inv_def, Ring.inverse_eq_inv']
    exact (ContinuousAt.inv₀ continuous_id.matrix_det.continuousAt hA.ne_zero).smul
      continuous_id.matrix_adjugate.continuousAt
  have hΦ : Continuous (halfLower : Matrix n n ℝ → Matrix n n ℝ) := by
    refine continuous_matrix fun i j => ?_
    simp only [halfLower, Matrix.of_apply]
    split_ifs
    · exact continuous_id.matrix_elem i j
    · exact (continuous_id.matrix_elem i j).div_const 2
    · exact continuous_const
  have h1 : ContinuousAt (fun p : Matrix n n ℝ × Matrix n n ℝ => p.1⁻¹) (L, S1) :=
    ContinuousAt.comp (g := fun B : Matrix n n ℝ => B⁻¹) (hinv L hdet) continuousAt_fst
  have h2 : ContinuousAt (fun p : Matrix n n ℝ × Matrix n n ℝ => (p.1ᵀ)⁻¹) (L, S1) :=
    ContinuousAt.comp (g := fun B : Matrix n n ℝ => B⁻¹)
      (f := fun p : Matrix n n ℝ × Matrix n n ℝ => p.1ᵀ)
      (hinv Lᵀ (by rwa [Matrix.det_transpose])) continuous_fst.matrix_transpose.continuousAt
  have h3 := (h1.mul continuousAt_snd).mul h2
  exact continuousAt_fst.mul (ContinuousAt.comp (g := halfLower) hΦ.continuousAt h3)
```

The midpoint identity carries a scalar `c`, which later becomes $1/(t-t_0)$. The proof applies `eq_choleskyDeriv` to the midpoint, and `module` cancels the cross terms.

```lean
/-- For lower triangular `X` and `Y` with invertible midpoint `(X + Y) / 2`, the response formula
at the midpoint gives the scaled finite difference `c (X - Y)` exactly from the scaled overlap
difference `c (X Xᵀ - Y Yᵀ)`. -/
theorem choleskyDeriv_midpoint {X Y : Matrix n n ℝ} (hX : IsLower X) (hY : IsLower Y)
    (hdet : IsUnit ((1 / 2 : ℝ) • (X + Y)).det) (c : ℝ) :
    choleskyDeriv ((1 / 2 : ℝ) • (X + Y)) (c • (X * Xᵀ - Y * Yᵀ)) = c • (X - Y) := by
  symm
  refine eq_choleskyDeriv (fun a b hab => ?_) hdet (fun a b hab => ?_) ?_
  · simp [hX a b hab, hY a b hab]
  · simp [hX a b hab, hY a b hab]
  · -- pull out the scalars, then the cross terms cancel
    rw [Matrix.transpose_smul, Matrix.transpose_smul, Matrix.smul_mul, Matrix.mul_smul,
      Matrix.smul_mul, Matrix.mul_smul, Matrix.transpose_add, Matrix.transpose_sub]
    simp only [add_mul, mul_add, sub_mul, mul_sub]
    module
```

## The derivative along a displacement

In the last theorem `L` and `S` are matrix-valued functions of the real parameter $t$. The notation `∀ᶠ t in 𝓝 t₀` means "for all $t$ in some neighbourhood of $t_0$"; there $L(t)$ is lower triangular and $L(t)L(t)^T=S(t)$. The hypothesis `hS` says that each entry of $S$ has the corresponding entry of `S1` as its derivative at $t_0$, and the conclusion says the same of $L$ and `choleskyDeriv (L t₀) S1`.

The textbook Cholesky factor has a positive diagonal, whereas here the diagonal entries may have either sign. Continuity of $L$ at $t_0$ excludes a column that jumps to its negative there, a change that $S$ would not register. To apply the theorem to the textbook factor, one has to supply this continuity. For positive definite $S$ it follows from the factorisation algorithm in exact arithmetic, which uses only arithmetic operations, with nonzero divisors, and square roots of positive numbers.

In the proof, `hQ` is the limit of the difference quotient of $S$, `hA` that of the midpoint, and `hlim` combines them through continuity of the formula. The statement `hd` makes the midpoint invertible near $t_0$, so that `hev` can identify the formula with the difference quotient of $L$. The limit is taken over `𝓝[≠] t₀`, that is, with $t\neq t_0$.

```lean
set_option maxHeartbeats 400000 in
/-- Let `S = L Lᵀ` with `L` lower triangular near `t₀`, continuous at `t₀` and invertible there.
If `S` has derivative `S1` at `t₀`, then `L` is differentiable at `t₀`, with the derivative
given by the response formula. -/
theorem hasDerivAt_choleskyFactor {L S : ℝ → Matrix n n ℝ} {S1 : Matrix n n ℝ} {t₀ : ℝ}
    (hlow : ∀ᶠ t in 𝓝 t₀, IsLower (L t)) (hfac : ∀ᶠ t in 𝓝 t₀, L t * (L t)ᵀ = S t)
    (hcont : ContinuousAt L t₀) (hdet : IsUnit (L t₀).det)
    (hS : ∀ i j, HasDerivAt (fun t => S t i j) (S1 i j) t₀) (i j : n) :
    HasDerivAt (fun t => L t i j) (choleskyDeriv (L t₀) S1 i j) t₀ := by
  have hl0 := hlow.self_of_nhds
  have hf0 := hfac.self_of_nhds
  have hQ : Tendsto (fun t => (t - t₀)⁻¹ • (S t - S t₀)) (𝓝[≠] t₀) (𝓝 S1) :=
    tendsto_pi_nhds.2 fun a => tendsto_pi_nhds.2 fun b =>
      hasDerivAt_iff_tendsto_slope.1 (hS a b)
  have hL : Tendsto L (𝓝[≠] t₀) (𝓝 (L t₀)) := hcont.tendsto.mono_left nhdsWithin_le_nhds
  have hA : Tendsto (fun t => (1 / 2 : ℝ) • (L t + L t₀)) (𝓝[≠] t₀) (𝓝 (L t₀)) := by
    have h := (hL.add_const (L t₀)).const_smul (1 / 2 : ℝ)
    have e : (1 / 2 : ℝ) • (L t₀ + L t₀) = L t₀ := by module
    rwa [e] at h
  have hlim : Tendsto (fun t => choleskyDeriv ((1 / 2 : ℝ) • (L t + L t₀))
      ((t - t₀)⁻¹ • (S t - S t₀))) (𝓝[≠] t₀) (𝓝 (choleskyDeriv (L t₀) S1)) :=
    (continuousAt_choleskyDeriv hdet S1).tendsto.comp (hA.prodMk_nhds hQ)
  have hd : ∀ᶠ t in 𝓝[≠] t₀, ((1 / 2 : ℝ) • (L t + L t₀)).det ≠ 0 :=
    ((continuous_id.matrix_det.tendsto (L t₀)).comp hA).eventually
      (eventually_ne_nhds hdet.ne_zero)
  -- the difference quotient of `L` solves the linear equation exactly at the midpoint factor
  have hev : ∀ᶠ t in 𝓝[≠] t₀, choleskyDeriv ((1 / 2 : ℝ) • (L t + L t₀))
      ((t - t₀)⁻¹ • (S t - S t₀)) = (t - t₀)⁻¹ • (L t - L t₀) := by
    filter_upwards [hd, hlow.filter_mono nhdsWithin_le_nhds,
      hfac.filter_mono nhdsWithin_le_nhds] with t h1 h2 h3
    rw [← h3, ← hf0]
    exact choleskyDeriv_midpoint h2 hl0 (isUnit_iff_ne_zero.2 h1) _
  rw [hasDerivAt_iff_tendsto_slope]
  have h := hlim.congr' hev
  exact tendsto_pi_nhds.1 (tendsto_pi_nhds.1 h i) j

end

end CholeskyDerivative
```

```lean
#print axioms CholeskyDerivative.lower_solution_iff
-- 'CholeskyDerivative.lower_solution_iff' depends on axioms: [propext, Classical.choice, Quot.sound]
#print axioms CholeskyDerivative.add_antisymmetric_solution
-- 'CholeskyDerivative.add_antisymmetric_solution' depends on axioms: [propext, Classical.choice, Quot.sound]
#print axioms CholeskyDerivative.choleskyDeriv_midpoint
-- 'CholeskyDerivative.choleskyDeriv_midpoint' depends on axioms: [propext, Classical.choice, Quot.sound]
#print axioms CholeskyDerivative.hasDerivAt_choleskyFactor
-- 'CholeskyDerivative.hasDerivAt_choleskyFactor' depends on axioms: [propext, Classical.choice, Quot.sound]
```
